# Symplectic normalisation of RPA amplitudes: \(X\) is invertible and \(T = YX^{-1}\) is a symmetric contraction

Let \(X\) and \(Y\) be real square matrices of the same finite size with
\[
X^{\mathsf T}X - Y^{\mathsf T}Y = 1, \qquad X^{\mathsf T}Y = Y^{\mathsf T}X .
\]
Then \(X\) is invertible, \(T = YX^{-1}\) is symmetric, \(1 - T^2 = (XX^{\mathsf T})^{-1}\), and \(|Tv| < |v|\) for every \(v \neq 0\).

In the random-phase approximation, linear-response TDDFT and the Bethe–Salpeter equation, the columns of \(X\) and \(Y\) are the excitation and de-excitation amplitudes of the modes, here restricted to real amplitudes, a finite basis of particle–hole pairs, and as many modes as pairs. The two conditions say that \(M = \begin{pmatrix} X & Y\\ Y & X\end{pmatrix}\) obeys \(M^{\mathsf T}\eta M = \eta\) for the indefinite metric \(\eta = \mathrm{diag}(1,-1)\): the diagonal blocks give the first condition and the off-diagonal blocks the second.

## Setting

The type `n` is an arbitrary finite index set. It labels both the rows (particle–hole pairs) and the columns (modes), so all matrices are square. A vector is a function `n → ℝ`, `M *ᵥ v` is \(Mv\), and `v ⬝ᵥ w` is \(\sum_i v_i w_i\).

In Lean 4 with Mathlib:

```lean
import Mathlib

open Matrix

namespace SymplecticNormalisation

noncomputable section

variable {n : Type*} [Fintype n]
```

The length is Euclidean, \(|v| = \sqrt{v\cdot v}\).

```lean
/-- Euclidean length of a real vector. -/
def euclidNorm (v : n → ℝ) : ℝ := Real.sqrt (v ⬝ᵥ v)
```

The response equations are taken in the convention
\[
AX + BY = X\Omega, \qquad BX + AY = -Y\Omega .
\]
`SolvesRPA` asks for these two equations only. It does not require \(A\) or \(B\) to be symmetric, nor \(\Omega\) to be diagonal or positive.

```lean
/-- The real RPA equations `A X + B Y = X Ω` and `B X + A Y = -Y Ω`. -/
structure SolvesRPA (A B Ω X Y : Matrix n n ℝ) : Prop where
  upper : A * X + B * Y = X * Ω
  lower : B * X + A * Y = -(Y * Ω)
```

## (a) Squared length of \(Mv\)

*Task.* Show that \(|Mv|^2 = v\cdot(M^{\mathsf T}M)v\) for every real square \(M\).

*Solution.* In components,
\[
\sum_i (Mv)_i (Mv)_i = \sum_{i,j} M_{ij}v_j\,(Mv)_i = \sum_j v_j\,\bigl(M^{\mathsf T}(Mv)\bigr)_j = v\cdot (M^{\mathsf T}M)v .
\]
The rewrites run from the right-hand side: \((M^{\mathsf T}M)v\) is split into \(M^{\mathsf T}(Mv)\), and \(M^{\mathsf T}\) is moved across the dot product onto \(v\), where it acts as \(M\).

```lean
/-- The squared length of `M v` is the quadratic form of `Mᵀ M` at `v`. -/
theorem mulVec_dot_self (M : Matrix n n ℝ) (v : n → ℝ) :
    (M *ᵥ v) ⬝ᵥ (M *ᵥ v) = v ⬝ᵥ ((Mᵀ * M) *ᵥ v) := by
  rw [← Matrix.mulVec_mulVec, Matrix.dotProduct_mulVec v Mᵀ, Matrix.vecMul_transpose]
```

## (b) Positivity

*Task.* Show that \(v\cdot v > 0\) for real \(v \neq 0\).

*Solution.* Some component \(v_i\) is nonzero. The sum \(\sum_j v_j^2\) has non-negative terms and the term \(v_i^2\) is positive. `Finset.sum_pos'` takes exactly these two facts.

```lean
/-- A nonzero real vector has positive squared length. -/
theorem dot_self_pos {v : n → ℝ} (hv : v ≠ 0) : 0 < v ⬝ᵥ v := by
  obtain ⟨i, hi⟩ := Function.ne_iff.mp hv
  have hi' : v i ≠ 0 := hi
  unfold dotProduct
  exact Finset.sum_pos' (fun j _ => mul_self_nonneg (v j))
    ⟨i, Finset.mem_univ i, mul_self_pos.mpr hi'⟩
```

## The normalisation and the amplitude matrix

`IsNormalised X Y` has two fields. The field `metric` is \(X^{\mathsf T}X - Y^{\mathsf T}Y = 1\). The field `orth` is \((X^{\mathsf T}Y)^{\mathsf T} = X^{\mathsf T}Y\), the orthogonality in the metric \(\eta\) of the columns \((X;Y)\) to the partner columns \((Y;X)\).

```lean
variable [DecidableEq n]

/-- Symplectic normalisation of excitation and de-excitation amplitudes:
`Xᵀ X - Yᵀ Y = 1` and `Xᵀ Y` symmetric. -/
structure IsNormalised (X Y : Matrix n n ℝ) : Prop where
  metric : Xᵀ * X - Yᵀ * Y = 1
  orth : (Xᵀ * Y).IsSymm
```

`amplitude X Y` is \(T = YX^{-1}\). Mathlib assigns the zero matrix as the inverse of a singular matrix, so the definition has its usual meaning only once \(\det X \neq 0\) is known, and part (c) supplies that.

```lean
/-- The amplitude matrix `T = Y X⁻¹`. -/
def amplitude (X Y : Matrix n n ℝ) : Matrix n n ℝ := Y * X⁻¹
```

## (c) \(X\) is invertible

*Task.* Show that \(\det X \neq 0\).

*Solution.* The first condition reads \(X^{\mathsf T}X = 1 + Y^{\mathsf T}Y\). By (a), used for \(X\) and for \(Y\),
\[
|Xv|^2 = v\cdot(1 + Y^{\mathsf T}Y)v = |v|^2 + |Yv|^2 .
\]
If \(\det X = 0\), there is a \(v \neq 0\) with \(Xv = 0\), and then \(0 = |v|^2 + |Yv|^2\). The first term is positive by (b) and the second is non-negative, which is a contradiction.

For a real number, `IsUnit X.det` means \(\det X \neq 0\). `Matrix.exists_mulVec_eq_zero_iff` provides the null vector. The long rewrite brings `e1` to the form \(0 = |v|^2 + |Yv|^2\), and `linarith` sets it against `hpos` and `hnn`. Only `h.metric` is used.

```lean
/-- For normalised amplitudes the matrix `X` is invertible. -/
theorem isUnit_det {X Y : Matrix n n ℝ} (h : IsNormalised X Y) : IsUnit X.det := by
  refine isUnit_iff_ne_zero.mpr ?_
  intro h0
  obtain ⟨v, hv, hXv⟩ := Matrix.exists_mulVec_eq_zero_iff.mpr h0
  -- |X v|² = |v|² + |Y v|² cannot vanish for v ≠ 0
  have e1 := mulVec_dot_self X v
  have e3 : Xᵀ * X = 1 + Yᵀ * Y := sub_eq_iff_eq_add.mp h.metric
  rw [hXv, e3, Matrix.add_mulVec, dotProduct_add, Matrix.one_mulVec,
    ← mulVec_dot_self Y v, zero_dotProduct] at e1
  have hpos := dot_self_pos hv
  have hnn : 0 ≤ (Y *ᵥ v) ⬝ᵥ (Y *ᵥ v) :=
    Finset.sum_nonneg fun j _ => mul_self_nonneg ((Y *ᵥ v) j)
  linarith
```

## (d) \(T\) is symmetric

*Task.* Show that \(T^{\mathsf T} = T\).

*Solution.* Write \(X^{-\mathsf T} = (X^{-1})^{\mathsf T}\). Transposing \(XX^{-1} = 1\) gives \(X^{-\mathsf T}X^{\mathsf T} = 1\). Then
\[
T^{\mathsf T} = X^{-\mathsf T}Y^{\mathsf T} = X^{-\mathsf T}(Y^{\mathsf T}X)X^{-1} = X^{-\mathsf T}(X^{\mathsf T}Y)X^{-1} = (X^{-\mathsf T}X^{\mathsf T})\,YX^{-1} = T .
\]
The second equality inserts \(XX^{-1}\) on the right and the third is the symmetry of \(X^{\mathsf T}Y\). In the code `h1` and `h3` are the two inverse relations, `hs` becomes \(Y^{\mathsf T}X = X^{\mathsf T}Y\), and the `calc` block is the displayed chain with the regroupings written out.

```lean
/-- For normalised amplitudes `T = Y X⁻¹` is symmetric. -/
theorem amplitude_isSymm {X Y : Matrix n n ℝ} (h : IsNormalised X Y) :
    (amplitude X Y).IsSymm := by
  have h1 : X * X⁻¹ = 1 := Matrix.mul_nonsing_inv X (isUnit_det h)
  have h3 : (X⁻¹)ᵀ * Xᵀ = 1 := by
    rw [← Matrix.transpose_mul, h1, Matrix.transpose_one]
  have hs : (Xᵀ * Y)ᵀ = Xᵀ * Y := h.orth
  rw [Matrix.transpose_mul, Matrix.transpose_transpose] at hs
  show (Y * X⁻¹)ᵀ = Y * X⁻¹
  rw [Matrix.transpose_mul]
  -- sandwich the symmetric matrix Xᵀ Y between X⁻ᵀ and X⁻¹
  calc (X⁻¹)ᵀ * Yᵀ = (X⁻¹)ᵀ * Yᵀ * (X * X⁻¹) := by rw [h1, Matrix.mul_one]
    _ = (X⁻¹)ᵀ * (Yᵀ * X) * X⁻¹ := by simp only [Matrix.mul_assoc]
    _ = (X⁻¹)ᵀ * (Xᵀ * Y) * X⁻¹ := by rw [hs]
    _ = ((X⁻¹)ᵀ * Xᵀ) * (Y * X⁻¹) := by simp only [Matrix.mul_assoc]
    _ = Y * X⁻¹ := by rw [h3, Matrix.one_mul]
```

## (e) \(1 - T^2 = (XX^{\mathsf T})^{-1}\)

*Task.* Express \(1 - T^2\) through \(X\) alone.

*Solution.* By (d) the left factor of \(T^2\) may be written as \(T^{\mathsf T} = X^{-\mathsf T}Y^{\mathsf T}\), and the unit matrix equals \((X^{-\mathsf T}X^{\mathsf T})(XX^{-1})\). Hence
\[
1 - T^2 = X^{-\mathsf T}X^{\mathsf T}XX^{-1} - X^{-\mathsf T}Y^{\mathsf T}YX^{-1} = X^{-\mathsf T}(X^{\mathsf T}X - Y^{\mathsf T}Y)X^{-1} = X^{-\mathsf T}X^{-1} .
\]
Finally \((XX^{\mathsf T})^{-1} = (X^{\mathsf T})^{-1}X^{-1}\), and the inverse of the transpose is the transpose of the inverse. These last two facts are `Matrix.mul_inv_rev` and `Matrix.transpose_nonsing_inv`; `hT` carries the result of (d), and `h.metric` collapses the bracket.

```lean
/-- For normalised amplitudes `1 - T² = (X Xᵀ)⁻¹`. -/
theorem one_sub_amplitude_sq {X Y : Matrix n n ℝ} (h : IsNormalised X Y) :
    1 - amplitude X Y ^ 2 = (X * Xᵀ)⁻¹ := by
  have h1 : X * X⁻¹ = 1 := Matrix.mul_nonsing_inv X (isUnit_det h)
  have h3 : (X⁻¹)ᵀ * Xᵀ = 1 := by
    rw [← Matrix.transpose_mul, h1, Matrix.transpose_one]
  have hT : (Y * X⁻¹)ᵀ = Y * X⁻¹ := amplitude_isSymm h
  rw [Matrix.transpose_mul] at hT
  rw [sq]
  unfold amplitude
  -- sandwich the metric condition between X⁻ᵀ and X⁻¹
  calc 1 - (Y * X⁻¹) * (Y * X⁻¹)
      = ((X⁻¹)ᵀ * Xᵀ) * (X * X⁻¹) - ((X⁻¹)ᵀ * Yᵀ) * (Y * X⁻¹) := by
        rw [h3, h1, hT, Matrix.one_mul]
    _ = (X⁻¹)ᵀ * (Xᵀ * X - Yᵀ * Y) * X⁻¹ := by
        simp only [Matrix.mul_sub, Matrix.sub_mul, Matrix.mul_assoc]
    _ = (X⁻¹)ᵀ * X⁻¹ := by rw [h.metric, Matrix.mul_one]
    _ = (X * Xᵀ)⁻¹ := by rw [Matrix.mul_inv_rev, Matrix.transpose_nonsing_inv]
```

## (f) Length of \(Tv\)

*Task.* Show that \(|Tv|^2 = |v|^2 - |X^{-1}v|^2\) for every \(v\).

*Solution.* From (d) and (e), \(T^{\mathsf T}T = T^2 = 1 - X^{-\mathsf T}X^{-1}\). By (a) with \(M = T\) and then with \(M = X^{-1}\),
\[
|Tv|^2 = v\cdot T^{\mathsf T}Tv = v\cdot v - v\cdot X^{-\mathsf T}X^{-1}v = |v|^2 - |X^{-1}v|^2 .
\]
The matrix identity is `key`, and the final rewrite applies `mulVec_dot_self` twice and distributes the dot product over the difference.

```lean
/-- For normalised amplitudes `|T v|² = |v|² - |X⁻¹ v|²` for every vector `v`. -/
theorem amplitude_sq_length {X Y : Matrix n n ℝ} (h : IsNormalised X Y) (v : n → ℝ) :
    (amplitude X Y *ᵥ v) ⬝ᵥ (amplitude X Y *ᵥ v)
      = v ⬝ᵥ v - (X⁻¹ *ᵥ v) ⬝ᵥ (X⁻¹ *ᵥ v) := by
  have hT : (amplitude X Y)ᵀ = amplitude X Y := amplitude_isSymm h
  have h2 := one_sub_amplitude_sq h
  rw [sq, Matrix.mul_inv_rev, ← Matrix.transpose_nonsing_inv] at h2
  have key : (amplitude X Y)ᵀ * amplitude X Y = 1 - (X⁻¹)ᵀ * X⁻¹ := by
    rw [hT, ← h2]
    exact (sub_sub_cancel _ _).symm
  rw [mulVec_dot_self (amplitude X Y) v, mulVec_dot_self X⁻¹ v, key, Matrix.sub_mulVec,
    dotProduct_sub, Matrix.one_mulVec]
```

## (g) The main theorem

*Task.* Collect (c), (d), (e) and show that \(|Tv| < |v|\) for \(v \neq 0\).

*Solution.* If \(X^{-1}v = 0\), then \(v = X(X^{-1}v) = 0\). So \(X^{-1}v \neq 0\) for \(v \neq 0\), and \(|X^{-1}v|^2 > 0\) by (b). Part (f) gives \(0 \le |Tv|^2 < |v|^2\), and the square root is strictly increasing on the non-negative reals.

The statement `symplectic_normalisation` has the single hypothesis `IsNormalised X Y` and four conclusions, in the order of the opening paragraph. The fourth is a strict inequality for each nonzero vector. In the proof, `hne` is \(X^{-1}v \neq 0\), `linarith` combines `hpos` with `hlen`, and `Real.sqrt_lt_sqrt` passes to lengths.

```lean
/-- For normalised amplitudes, `X` is invertible, `T = Y X⁻¹` is symmetric,
`1 - T² = (X Xᵀ)⁻¹`, and `T` strictly shortens every nonzero vector. -/
theorem symplectic_normalisation {X Y : Matrix n n ℝ} (h : IsNormalised X Y) :
    IsUnit X.det ∧ (amplitude X Y).IsSymm ∧ 1 - amplitude X Y ^ 2 = (X * Xᵀ)⁻¹ ∧
      ∀ v : n → ℝ, v ≠ 0 → euclidNorm (amplitude X Y *ᵥ v) < euclidNorm v := by
  refine ⟨isUnit_det h, amplitude_isSymm h, one_sub_amplitude_sq h, fun v hv => ?_⟩
  have h1 : X * X⁻¹ = 1 := Matrix.mul_nonsing_inv X (isUnit_det h)
  -- the deficit |X⁻¹ v|² is strictly positive
  have hne : X⁻¹ *ᵥ v ≠ 0 := by
    intro h0
    have hv' : X *ᵥ (X⁻¹ *ᵥ v) = v := by
      rw [Matrix.mulVec_mulVec, h1, Matrix.one_mulVec]
    rw [h0, Matrix.mulVec_zero] at hv'
    exact hv hv'.symm
  have hpos := dot_self_pos hne
  have hlen := amplitude_sq_length h v
  have hnn : 0 ≤ (amplitude X Y *ᵥ v) ⬝ᵥ (amplitude X Y *ᵥ v) :=
    Finset.sum_nonneg fun j _ => mul_self_nonneg ((amplitude X Y *ᵥ v) j)
  unfold euclidNorm
  exact Real.sqrt_lt_sqrt hnn (by linarith)
```

Both conditions are needed. With \(X = \tfrac54\,1\) and \(Y = \tfrac34 J\), \(J = \begin{pmatrix}0&-1\\1&0\end{pmatrix}\), the first condition holds and the second fails. Here \(T = \tfrac35 J\) is antisymmetric and \(1 - T^2 = \tfrac{34}{25}\,1\), whereas \((XX^{\mathsf T})^{-1} = \tfrac{16}{25}\,1\). With \(X = 1\) and \(Y = 2\cdot 1\) the second condition holds, the first fails, and \(T\) doubles every length.

## (h) The converse

*Task.* Show that the pair is normalised if and only if \(X\) is invertible, \(T\) is symmetric and \(1 - T^2 = (XX^{\mathsf T})^{-1}\).

*Solution.* The forward direction is (c), (d), (e). For the reverse, invertibility gives \(TX = YX^{-1}X = Y\). With \(Y = TX\) and \(T^{\mathsf T} = T\),
\[
X^{\mathsf T}X - Y^{\mathsf T}Y = X^{\mathsf T}(1 - T^2)X = X^{\mathsf T}(X^{\mathsf T})^{-1}X^{-1}X = 1 ,
\]
\[
(X^{\mathsf T}Y)^{\mathsf T} = (X^{\mathsf T}TX)^{\mathsf T} = X^{\mathsf T}T^{\mathsf T}X = X^{\mathsf T}TX = X^{\mathsf T}Y .
\]
The equivalence holds for any two real square matrices and does not involve the contraction property. The relation \(TX = Y\) is `hY`. The commands `generalize` and `subst` make \(T\) an independent matrix and replace \(Y\) by \(TX\) throughout, which is the substitution made by hand.

```lean
/-- The pair `X, Y` is normalised exactly when `X` is invertible, `T = Y X⁻¹` is symmetric
and `1 - T² = (X Xᵀ)⁻¹`. -/
theorem isNormalised_iff (X Y : Matrix n n ℝ) :
    IsNormalised X Y ↔
      IsUnit X.det ∧ (amplitude X Y).IsSymm ∧ 1 - amplitude X Y ^ 2 = (X * Xᵀ)⁻¹ := by
  constructor
  · intro h
    exact ⟨isUnit_det h, amplitude_isSymm h, one_sub_amplitude_sq h⟩
  · rintro ⟨hX, hsym, hS⟩
    have h2 : X⁻¹ * X = 1 := Matrix.nonsing_inv_mul X hX
    have hXt : IsUnit Xᵀ.det := by rwa [Matrix.det_transpose]
    have h4 : Xᵀ * (Xᵀ)⁻¹ = 1 := Matrix.mul_nonsing_inv Xᵀ hXt
    have hT : (amplitude X Y)ᵀ = amplitude X Y := hsym
    have hY : amplitude X Y * X = Y := by
      unfold amplitude
      rw [Matrix.mul_assoc, h2, Matrix.mul_one]
    rw [sq, Matrix.mul_inv_rev] at hS
    -- write Y = T X
    generalize amplitude X Y = T at hT hY hS
    subst hY
    constructor
    · calc Xᵀ * X - (T * X)ᵀ * (T * X) = Xᵀ * (1 - T * T) * X := by
            simp only [Matrix.transpose_mul, hT, Matrix.mul_sub, Matrix.sub_mul,
              Matrix.mul_assoc, Matrix.mul_one]
        _ = (Xᵀ * (Xᵀ)⁻¹) * (X⁻¹ * X) := by
            rw [hS]
            simp only [Matrix.mul_assoc]
        _ = 1 := by rw [h4, h2, Matrix.one_mul]
    · show (Xᵀ * (T * X))ᵀ = Xᵀ * (T * X)
      simp only [Matrix.transpose_mul, Matrix.transpose_transpose, hT, Matrix.mul_assoc]
```

## (i) Completeness relations

*Task.* Show that \(XX^{\mathsf T} - YY^{\mathsf T} = 1\) and that \(XY^{\mathsf T}\) is symmetric.

*Solution.* Put \(G = XX^{\mathsf T}\). Its determinant is \((\det X)^2 \neq 0\), and by (e) \((1 - T^2)G = G(1 - T^2) = 1\). Since \(T\) commutes with \(1 - T^2\),
\[
TG = G(1 - T^2)\,TG = GT\,(1 - T^2)G = GT .
\]
With \(Y = TX\) and \(T\) symmetric, \(YY^{\mathsf T} = TXX^{\mathsf T}T = TGT = GT^2\), so
\[
XX^{\mathsf T} - YY^{\mathsf T} = G(1 - T^2) = 1 .
\]
Also \(XY^{\mathsf T} = XX^{\mathsf T}T = GT\), whose transpose is \(TG = GT\).

These are the blocks of \(M\eta M^{\mathsf T} = \eta\), with the sum running over modes instead of pairs. In the code `hl` and `hr` are the left and right inverse relations and `hc` is the commutation. Both goals then reduce to `hc` and `hr`.

```lean
/-- Normalised amplitudes obey the completeness relations: `X Xᵀ - Y Yᵀ = 1` and
`X Yᵀ` symmetric. -/
theorem completeness {X Y : Matrix n n ℝ} (h : IsNormalised X Y) :
    X * Xᵀ - Y * Yᵀ = 1 ∧ (X * Yᵀ).IsSymm := by
  have hX := isUnit_det h
  have h2 : X⁻¹ * X = 1 := Matrix.nonsing_inv_mul X hX
  have hT : (amplitude X Y)ᵀ = amplitude X Y := amplitude_isSymm h
  have hY : amplitude X Y * X = Y := by
    unfold amplitude
    rw [Matrix.mul_assoc, h2, Matrix.mul_one]
  have hG : IsUnit (X * Xᵀ).det := by
    rw [Matrix.det_mul, Matrix.det_transpose]
    exact hX.mul hX
  have hS := one_sub_amplitude_sq h
  rw [sq] at hS
  have hl : (1 - amplitude X Y * amplitude X Y) * (X * Xᵀ) = 1 := by
    rw [hS]
    exact Matrix.nonsing_inv_mul _ hG
  have hr : (X * Xᵀ) * (1 - amplitude X Y * amplitude X Y) = 1 := by
    rw [hS]
    exact Matrix.mul_nonsing_inv _ hG
  generalize amplitude X Y = T at hT hY hl hr
  subst hY
  -- X Xᵀ is the inverse of 1 - T², so it commutes with T
  have hc : T * (X * Xᵀ) = (X * Xᵀ) * T :=
    calc T * (X * Xᵀ) = ((X * Xᵀ) * (1 - T * T)) * (T * (X * Xᵀ)) := by
          rw [hr, Matrix.one_mul]
      _ = (X * Xᵀ) * T * ((1 - T * T) * (X * Xᵀ)) := by
          simp only [Matrix.mul_sub, Matrix.sub_mul, Matrix.mul_assoc, Matrix.mul_one,
            Matrix.one_mul]
      _ = (X * Xᵀ) * T := by rw [hl, Matrix.mul_one]
  constructor
  · calc X * Xᵀ - T * X * (T * X)ᵀ = X * Xᵀ - (T * (X * Xᵀ)) * T := by
          simp only [Matrix.transpose_mul, hT, Matrix.mul_assoc]
      _ = (X * Xᵀ) * (1 - T * T) := by
          rw [hc]
          simp only [Matrix.mul_sub, Matrix.mul_assoc, Matrix.mul_one]
      _ = 1 := hr
  · show (X * (T * X)ᵀ)ᵀ = X * (T * X)ᵀ
    simp only [Matrix.transpose_mul, Matrix.transpose_transpose, hT]
    simpa only [Matrix.mul_assoc] using hc
```

## (j) Riccati equation and trace

*Task.* For a normalised pair that solves the response equations, show that
\[
B + AT + TA + TBT = 0, \qquad \operatorname{tr}\Omega = \operatorname{tr}A + \operatorname{tr}(BT).
\]

*Solution.* Insert \(Y = TX\) and multiply both equations by \(X^{-1}\) from the right:
\[
A + BT = X\Omega X^{-1}, \qquad B + AT = -TX\Omega X^{-1} .
\]
Substituting the first into the second gives \(B + AT = -T(A + BT)\), which is the Riccati equation after expanding. The trace of the first gives \(\operatorname{tr}A + \operatorname{tr}(BT) = \operatorname{tr}(X\Omega X^{-1}) = \operatorname{tr}(X^{-1}X\Omega) = \operatorname{tr}\Omega\).

The two displayed relations are `hA` and `hB`, and `Matrix.trace_mul_cycle` is the cyclic move. The normalisation enters only through the invertibility of \(X\). The theorem is conditional: that given \(A\) and \(B\) admit a normalised real solution is a hypothesis, and no stability condition on \(A \pm B\) is stated or derived.

```lean
/-- For a normalised solution of the RPA equations, `T` solves the Riccati equation
`B + A T + T A + T B T = 0`, and `tr Ω = tr A + tr (B T)`. -/
theorem riccati_and_trace {A B Ω X Y : Matrix n n ℝ} (h : IsNormalised X Y)
    (hR : SolvesRPA A B Ω X Y) :
    B + A * amplitude X Y + amplitude X Y * A + amplitude X Y * B * amplitude X Y = 0 ∧
      Ω.trace = A.trace + (B * amplitude X Y).trace := by
  have h1 : X * X⁻¹ = 1 := Matrix.mul_nonsing_inv X (isUnit_det h)
  have h2 : X⁻¹ * X = 1 := Matrix.nonsing_inv_mul X (isUnit_det h)
  have hY : amplitude X Y * X = Y := by
    unfold amplitude
    rw [Matrix.mul_assoc, h2, Matrix.mul_one]
  have e1 := hR.upper
  have e2 := hR.lower
  generalize amplitude X Y = T at hY ⊢
  subst hY
  -- multiply both RPA equations by X⁻¹ from the right
  have hA : A + B * T = X * Ω * X⁻¹ :=
    calc A + B * T = (A + B * T) * (X * X⁻¹) := by rw [h1, Matrix.mul_one]
      _ = (A * X + B * (T * X)) * X⁻¹ := by
          simp only [Matrix.add_mul, Matrix.mul_assoc]
      _ = X * Ω * X⁻¹ := by rw [e1]
  have hB : B + A * T = -(T * (X * Ω * X⁻¹)) :=
    calc B + A * T = (B + A * T) * (X * X⁻¹) := by rw [h1, Matrix.mul_one]
      _ = (B * X + A * (T * X)) * X⁻¹ := by
          simp only [Matrix.add_mul, Matrix.mul_assoc]
      _ = -(T * (X * Ω * X⁻¹)) := by
          rw [e2]
          simp only [Matrix.neg_mul, Matrix.mul_assoc]
  constructor
  · rw [← hA] at hB
    calc B + A * T + T * A + T * B * T = (B + A * T) + T * (A + B * T) := by
          simp only [Matrix.mul_add, Matrix.mul_assoc, add_assoc]
      _ = 0 := by rw [hB, neg_add_cancel]
  · rw [← Matrix.trace_add, hA, Matrix.trace_mul_cycle X Ω X⁻¹, h2, Matrix.one_mul]
```

## (k) A two-mode example

*Task.* With \(\sigma_x = \begin{pmatrix}0&1\\1&0\end{pmatrix}\), show that \(X = \tfrac54\,1\) and \(Y = \tfrac34\sigma_x\) are normalised, solve the response equations for \(A = 17\cdot 1\), \(B = -15\sigma_x\), \(\Omega = 8\cdot 1\), and have \(T = \tfrac35\sigma_x\).

*Solution.* Both matrices are symmetric and \(\sigma_x^2 = 1\). The normalisation is \(X^{\mathsf T}X - Y^{\mathsf T}Y = (\tfrac{25}{16} - \tfrac{9}{16})\,1 = 1\), and \(X^{\mathsf T}Y = \tfrac{15}{16}\sigma_x\) is symmetric. The two equations are
\[
AX + BY = \left(\tfrac{85}{4} - \tfrac{45}{4}\right)1 = 10\cdot 1 = X\Omega, \qquad BX + AY = \left(-\tfrac{75}{4} + \tfrac{51}{4}\right)\sigma_x = -6\sigma_x = -Y\Omega .
\]
Since \(X^{-1} = \tfrac45\,1\), \(T = \tfrac34\cdot\tfrac45\,\sigma_x = \tfrac35\sigma_x\). Thus (g) and (j) apply to a case with \(Y \neq 0\). The trace relation reads \(16 = 34 - 18\), and \(T\) scales every length by \(\tfrac35\).

The index set is `Fin 2`, and the matrices are written row by row.

```lean
/-- Excitation amplitudes `(5/4) 1` of a two-mode example. -/
def modelX : Matrix (Fin 2) (Fin 2) ℝ := !![5 / 4, 0; 0, 5 / 4]

/-- De-excitation amplitudes `(3/4) σₓ` of a two-mode example. -/
def modelY : Matrix (Fin 2) (Fin 2) ℝ := !![0, 3 / 4; 3 / 4, 0]
```

Each of the five claims is checked entry by entry. For the last, `hinv` first identifies \(X^{-1}\) by verifying \(X\cdot\tfrac45\,1 = 1\).

```lean
/-- The two-mode amplitudes are normalised, solve the RPA equations with `A = 17·1`,
`B = -15 σₓ`, `Ω = 8·1`, and have `T = (3/5) σₓ`. -/
theorem normalised_rpa_witness :
    IsNormalised modelX modelY ∧
      SolvesRPA !![17, 0; 0, 17] !![0, -15; -15, 0] !![8, 0; 0, 8] modelX modelY ∧
      amplitude modelX modelY = !![0, 3 / 5; 3 / 5, 0] := by
  refine ⟨⟨?_, ?_⟩, ⟨?_, ?_⟩, ?_⟩
  · ext i j
    fin_cases i <;> fin_cases j <;>
      simp [modelX, modelY, Matrix.mul_apply, Fin.sum_univ_two] <;> norm_num
  · show (modelXᵀ * modelY)ᵀ = modelXᵀ * modelY
    ext i j
    fin_cases i <;> fin_cases j <;>
      simp [modelX, modelY, Matrix.mul_apply, Fin.sum_univ_two]
  · ext i j
    fin_cases i <;> fin_cases j <;>
      simp [modelX, modelY, Matrix.mul_apply, Fin.sum_univ_two] <;> norm_num
  · ext i j
    fin_cases i <;> fin_cases j <;>
      simp [modelX, modelY] <;> norm_num
  · have hinv : modelX⁻¹ = !![4 / 5, 0; 0, 4 / 5] := by
      apply Matrix.inv_eq_right_inv
      ext i j
      fin_cases i <;> fin_cases j <;>
        simp [modelX, Matrix.mul_apply, Fin.sum_univ_two]
    unfold amplitude
    rw [hinv]
    ext i j
    fin_cases i <;> fin_cases j <;>
      simp [modelY, Matrix.mul_apply, Fin.sum_univ_two] <;> norm_num

end

end SymplecticNormalisation
```

## Scope

The theorems concern real square matrices of finite size. Complex amplitudes need conjugate transposes and conjugated partner solutions. A subset of the modes gives rectangular \(X\) and \(Y\), for which \(X^{-1}\) is not defined. The following consequences and readings are added by hand and have no counterpart among the theorems above: a symmetric \(T\) with \(|Tv| < |v|\) has all its eigenvalues strictly between \(-1\) and \(1\); the Riccati equation of (j) has the form of the ring coupled-cluster doubles amplitude equation; and in the direct RPA the correlation energy is \(\tfrac12(\operatorname{tr}\Omega - \operatorname{tr}A)\), which the trace relation turns into \(\tfrac12\operatorname{tr}(BT)\).

```lean
#print axioms SymplecticNormalisation.symplectic_normalisation
#print axioms SymplecticNormalisation.isNormalised_iff
#print axioms SymplecticNormalisation.completeness
#print axioms SymplecticNormalisation.riccati_and_trace
```

```
'SymplecticNormalisation.symplectic_normalisation' depends on axioms: [propext, Classical.choice, Quot.sound]
'SymplecticNormalisation.isNormalised_iff' depends on axioms: [propext, Classical.choice, Quot.sound]
'SymplecticNormalisation.completeness' depends on axioms: [propext, Classical.choice, Quot.sound]
'SymplecticNormalisation.riccati_and_trace' depends on axioms: [propext, Classical.choice, Quot.sound]
```
